# N Orbitals from a Positive Kernel with Vanishing (N+1)-Point Determinants

Let X be the set of one-particle coordinates: positions, positions with spin, or lattice sites. A kernel K assigns a complex number K(x,y) to each pair of points. Its diagonal K(x,x) is called the density. The kernel is called positive if, for every finite list of points x_a, the matrix K(x_a,x_b) is positive semidefinite: it is Hermitian, and

Σ_ab conj(c_a) K(x_a,x_b) c_b ≥ 0

for all complex c_a. Points in a list may repeat. An orbital is any function φ: X → ℂ, with no normalisation or orthogonality required.

N fermions in a Slater determinant of orthonormal orbitals φ_i have the one-particle density matrix K(x,y) = Σ_i φ_i(x) conj φ_i(y), and their n-particle density is proportional to det K(x_a,x_b) on n points. For n = N+1 it vanishes, because there are only N particles. The problem here is the converse: to recover N orbitals from K.

**Claim.** If K is positive and det K(x_a,x_b) = 0 on every N+1 points, then there are N orbitals with

K(x,y) = Σ_i φ_i(x) conj φ_i(y).

## Splitting off one orbital at a time

Hermiticity of the two-point matrix gives conj K(x,y) = K(y,x). Its determinant is nonnegative, so if K(x,x) = 0, then

0 ≤ K(x,x) K(y,y) − K(x,y) K(y,x) = −|K(x,y)|²,

and K(x,y) = 0 for every y. A positive kernel with zero density everywhere is therefore zero.

Otherwise choose p with K(p,p) > 0. Put r = 1/K(p,p), s = √r and φ_0(x) = s K(x,p). This orbital contributes φ_0(x) conj φ_0(y) = r K(x,p) K(p,y), which leaves the remainder

L(x,y) = K(x,y) − r K(x,p) K(p,y).

L is Hermitian because r is real. For its positivity, take points x_1, …, x_n and numbers c_1, …, c_n. Add x_0 = p and c_0 = −r Σ_{b≥1} K(p,x_b) c_b. Then, for every a ≥ 0,

Σ_{b≥0} K(x_a,x_b) c_b = Σ_{b≥1} L(x_a,x_b) c_b.

For a = 0 the right side vanishes, since L(p,y) = K(p,y) − r K(p,p) K(p,y) = 0. Multiplying by conj(c_a) and summing over a gives

Σ_{a,b≥1} conj(c_a) L(x_a,x_b) c_b = Σ_{a,b≥0} conj(c_a) K(x_a,x_b) c_b ≥ 0.

For the determinant of K on p, x_1, …, x_n, subtract r K(x_a,p) times row 0 from each row a ≥ 1. The new entries are L(x_a,x_b), and those in column 0 are L(x_a,p) = 0. Expansion along that column gives

det K(p,x_1,…,x_n) = K(p,p) det L(x_1,…,x_n).

Now use induction on N. For N = 0 the one-point determinants say that K(x,x) = 0, so K = 0, which is the empty sum. Suppose the claim holds for N, and let the determinants of K vanish on every N+2 points. If the density is zero everywhere, N+1 zero orbitals suffice. Otherwise, since K(p,p) ≠ 0, the determinants of L vanish on every N+1 points. L then has N orbitals, and φ_0 completes the set for K.

A mistake that is easy to make is to scale the column K(x,p) by r instead of s. For the constant kernel K = 2, the correct orbital is 2/√2 = √2, which reproduces K. Scaling by r = 1/2 gives the orbital 1 and leaves a spurious remainder of 1.

## Elimination on a three-site ring

Let two electrons of equal spin fill the two lower states of a three-site ring whose hopping sign puts the uniform state highest. Then K has 2/3 on the diagonal and −1/3 elsewhere. With site 0 as p, the first orbital is

φ_0 = √(3/2) · (2/3, −1/3, −1/3) = (2, −1, −1)/√6.

The remainder is zero in row and column 0, has 1/2 on the other two diagonal entries, and −1/2 between them. Site 1 then gives φ_1 = (0, 1, −1)/√2, and nothing is left. This is pivoted Cholesky decomposition; applied to the density matrix of occupied states in a finite basis, it gives orbitals without a diagonalisation.

## Kernels and positivity in Lean

X is an arbitrary type, with no topology or measure.

```lean
import Mathlib

open Matrix
open scoped ComplexOrder ComplexConjugate

namespace OrbitalsFromKernel

variable {X : Type*}
```

A list of n points is a function `x : Fin n → X`, numbered from 0 in Lean. When p is put in front with `Fin.cons p x`, it takes index 0 and the others move up to 1, …, n, as in the derivation.

```lean
/-- The matrix `K(x_a, x_b)` of a kernel on a finite list of points. -/
def kernelMatrix (K : X → X → ℂ) {n : ℕ} (x : Fin n → X) : Matrix (Fin n) (Fin n) ℂ :=
  Matrix.of fun a b => K (x a) (x b)
```

`IsPositiveKernel` is the positivity defined above, for lists of every length.

```lean
/-- A kernel is positive if its matrix on every finite list of points is positive
semidefinite. -/
def IsPositiveKernel (K : X → X → ℂ) : Prop :=
  ∀ (n : ℕ) (x : Fin n → X), (kernelMatrix K x).PosSemidef
```

The remainder L is `deflate K p r`. Here `r` is any complex number; the theorems that use it assume r K(p,p) = 1.

```lean
/-- The kernel that remains after `r K(x,p) K(p,y)` is subtracted from `K(x,y)`. -/
def deflate (K : X → X → ℂ) (p : X) (r : ℂ) (x y : X) : ℂ :=
  K x y - r * K x p * K p y
```

## Consequences of one- and two-point matrices

Hermiticity is read off from the off-diagonal entry of the two-point matrix.

```lean
/-- A positive kernel is Hermitian. -/
theorem IsPositiveKernel.conj_symm {K : X → X → ℂ} (hK : IsPositiveKernel K) (x y : X) :
    conj (K x y) = K y x :=
  (hK 2 ![x, y]).isHermitian.apply 1 0
```

The next lemma is the determinant argument for K(x,x) = 0. `Complex.mul_conj` turns the product of off-diagonal entries into the squared modulus, `Complex.normSq`.

```lean
/-- If the density `K(x,x)` of a positive kernel vanishes at `x`, then `K(x,y)` vanishes
for every `y`. -/
theorem IsPositiveKernel.eq_zero {K : X → X → ℂ} (hK : IsPositiveKernel K) {x : X}
    (hx : K x x = 0) (y : X) : K x y = 0 := by
  -- the two-point determinant is nonnegative and equals minus the squared modulus
  have h := (hK 2 ![x, y]).det_nonneg
  rw [Matrix.det_fin_two] at h
  have h' : 0 ≤ K x x * K y y - K x y * K y x := h
  rw [hx, zero_mul, zero_sub, ← hK.conj_symm x y, Complex.mul_conj] at h'
  have h2 := (Complex.nonneg_iff.mp h').1
  rw [Complex.neg_re, Complex.ofReal_re] at h2
  exact Complex.normSq_eq_zero.mp (le_antisymm (by linarith) (Complex.normSq_nonneg _))
```

In the order used on ℂ, 0 ≤ z means that z is real and nonnegative. The one-point determinant therefore makes K(p,p) a positive real number when it is nonzero, and s = 1/√K(p,p) is the required factor.

```lean
/-- At a point where the density of a positive kernel is nonzero, a real factor `s`
normalises it: `s² K(p,p) = 1`. -/
theorem IsPositiveKernel.exists_scale {K : X → X → ℂ} (hK : IsPositiveKernel K) {p : X}
    (hp : K p p ≠ 0) : ∃ s : ℝ, (s : ℂ) * s * K p p = 1 := by
  have h := (hK 1 fun _ => p).det_nonneg
  rw [Matrix.det_fin_one] at h
  have h' : 0 ≤ K p p := h
  obtain ⟨hre, him⟩ := Complex.nonneg_iff.mp h'
  obtain ⟨a, ha, e⟩ : ∃ a : ℝ, 0 < a ∧ K p p = a := by
    have e : K p p = ((K p p).re : ℂ) :=
      Complex.ext (Complex.ofReal_re _).symm (by rw [Complex.ofReal_im]; exact him.symm)
    exact ⟨_, lt_of_le_of_ne hre fun h0 => hp (e.trans (by simp [← h0])), e⟩
  have key : (√a)⁻¹ * (√a)⁻¹ * a = 1 := by
    rw [← mul_inv, Real.mul_self_sqrt ha.le, inv_mul_cancel₀ ha.ne']
  refine ⟨(√a)⁻¹, ?_⟩
  rw [e]
  exact_mod_cast key
```

## The remainder stays positive

The matrix `B` sends (c_1, …, c_n) to (c_0, c_1, …, c_n): its top row is −r K(p,x_b), and an identity matrix stands below. `hGB` computes the sums over b, and `hz` is the vanishing of row p. The matrix of L is thus Bᴴ G B, where G is the matrix of K on the enlarged list, and such a product inherits positive semidefiniteness from G.

```lean
/-- Subtracting `r K(x,p) K(p,y)` with `r K(p,p) = 1` from a positive kernel leaves a
positive kernel. -/
theorem deflate_positive {K : X → X → ℂ} (hK : IsPositiveKernel K) {p : X} {r : ℂ}
    (hr : r * K p p = 1) : IsPositiveKernel (deflate K p r) := by
  intro n x
  -- the new matrix is Bᴴ G B, where G is the matrix of K on the points p, x₁, …, xₙ
  let B : Matrix (Fin (n + 1)) (Fin n) ℂ := Matrix.of
    (Fin.cons (fun b => -(r * K p (x b))) (fun a b => if a = b then 1 else 0))
  have hB0 : ∀ b, B 0 b = -(r * K p (x b)) := fun _ => rfl
  have hBs : ∀ a b, B (Fin.succ a) b = if a = b then 1 else 0 := fun _ _ => rfl
  let y : Fin (n + 1) → X := Fin.cons p x
  have hy0 : y 0 = p := rfl
  have hys : ∀ a, y (Fin.succ a) = x a := fun _ => rfl
  have hGB : ∀ i b, (kernelMatrix K y * B) i b
      = K (y i) (x b) - r * K (y i) p * K p (x b) := by
    intro i b
    rw [Matrix.mul_apply, Fin.sum_univ_succ]
    simp only [hB0, hBs, kernelMatrix, Matrix.of_apply, hy0, hys, mul_ite, mul_one,
      mul_zero, Finset.sum_ite_eq', Finset.mem_univ, if_true]
    ring
  have e : deflate K p r = deflate K p r ∧
      kernelMatrix (deflate K p r) x = Bᴴ * kernelMatrix K y * B := by
    refine ⟨rfl, ?_⟩
    ext a b
    have hz : K p (x b) - r * K p p * K p (x b) = 0 := by rw [hr]; ring
    rw [Matrix.mul_assoc, Matrix.mul_apply, Fin.sum_univ_succ]
    simp only [hGB, Matrix.conjTranspose_apply, hBs, hy0, hys]
    rw [hz]
    simp [kernelMatrix, deflate, apply_ite (star : ℂ → ℂ)]
  rw [e.2]
  exact (hK _ y).conjTranspose_mul_mul_same B
```

## The determinant loses one point

`M` is the matrix after row elimination. The step `h` says that the elimination preserves the determinant, `hM` that column 0 is zero below the pivot, and `hsub` that the remaining block is the matrix of L. This identity needs no positivity.

```lean
/-- If `r K(p,p) = 1`, the determinant of `K` on the points `p, x_1, …, x_n` is `K(p,p)`
times the determinant of the deflated kernel on `x_1, …, x_n`. -/
theorem det_kernelMatrix_cons {K : X → X → ℂ} {p : X} {r : ℂ} (hr : r * K p p = 1)
    {n : ℕ} (x : Fin n → X) :
    (kernelMatrix K (Fin.cons p x : Fin (n + 1) → X)).det
      = K p p * (kernelMatrix (deflate K p r) x).det := by
  let y : Fin (n + 1) → X := Fin.cons p x
  let M : Matrix (Fin (n + 1)) (Fin (n + 1)) ℂ := Matrix.of
    (Fin.cons (fun j => K p (y j)) (fun a j => K (x a) (y j) - r * K (x a) p * K p (y j)))
  -- subtract multiples of the first row from the others
  have h : (kernelMatrix K y).det = M.det := by
    refine Matrix.det_eq_of_forall_row_eq_smul_add_const
      (Fin.cons 0 fun a => r * K (x a) p) 0 rfl ?_
    intro i j
    refine Fin.cases ?_ (fun a => ?_) i
    · change K p (y j) = K p (y j) + 0 * K p (y j)
      ring
    · change K (x a) (y j) = K (x a) (y j) - r * K (x a) p * K p (y j)
        + r * K (x a) p * K p (y j)
      ring
  have hM0 : M 0 0 = K p p := rfl
  have hM : ∀ a : Fin n, M a.succ 0 = 0 := by
    intro a
    change K (x a) p - r * K (x a) p * K p p = 0
    linear_combination (-K (x a) p) * hr
  have hsub : M.submatrix (Fin.succAbove 0) Fin.succ = kernelMatrix (deflate K p r) x := by
    ext a b
    rfl
  -- expand along the first column, where only the pivot is left
  change (kernelMatrix K y).det = _
  rw [h, Matrix.det_succ_column_zero, Fin.sum_univ_succ]
  simp only [hM, hM0, hsub, mul_zero, zero_mul, Finset.sum_const_zero, add_zero,
    Fin.val_zero, pow_zero, one_mul]
```

## The orbitals

The theorem states the claim for every natural number N, including zero. The induction generalises over `K`, because its hypothesis is applied to the remainder. `exists_scale` supplies `s`, with s² in the role of r, and `Fin.cons` puts the new orbital at index 0.

```lean
/-- A positive kernel whose determinant vanishes on every `N + 1` points is a sum over `N` orbitals,
not necessarily orthonormal: `K(x,y) = ∑ φ_i(x) conj φ_i(y)`. -/
theorem exists_orbitals {K : X → X → ℂ} (N : ℕ) (hK : IsPositiveKernel K)
    (hdet : ∀ x : Fin (N + 1) → X, (kernelMatrix K x).det = 0) :
    ∃ φ : Fin N → X → ℂ, ∀ x y, K x y = ∑ i, φ i x * conj (φ i y) := by
  induction N generalizing K with
  | zero =>
    refine ⟨fun _ _ => 0, fun x y => ?_⟩
    have hx : K x x = 0 :=
      (Matrix.det_fin_one (kernelMatrix K fun _ : Fin 1 => x)).symm.trans (hdet fun _ => x)
    simp [hK.eq_zero hx y]
  | succ N ih =>
    by_cases h : ∀ p, K p p = 0
    · exact ⟨fun _ _ => 0, fun x y => by simp [hK.eq_zero (h x) y]⟩
    · -- split off one orbital at a point of nonzero density
      obtain ⟨p, hp⟩ := not_forall.mp h
      obtain ⟨s, hs⟩ := hK.exists_scale hp
      obtain ⟨φ, hφ⟩ := ih (deflate_positive hK hs) (fun x => by
        have h1 := det_kernelMatrix_cons hs x
        rw [hdet] at h1
        exact (mul_eq_zero.mp h1.symm).resolve_left hp)
      refine ⟨Fin.cons (α := fun _ => X → ℂ) (fun x => s * K x p) φ, fun x y => ?_⟩
      rw [Fin.sum_univ_succ]
      simp only [Fin.cons_zero, Fin.cons_succ, map_mul, Complex.conj_ofReal]
      rw [← hφ x y, hK.conj_symm y p]
      unfold deflate
      ring
```

To identify K with the density matrix of an N-fermion Slater determinant, one must also know that the orbitals can be taken orthonormal. That requires an integral (or sum) over X for which K is idempotent and its density integrates to N; none of this is assumed here.

## Freedom of a unitary rotation

Suppose φ_i and ψ_i are two sets of N orbitals for K, and det K(x_a,x_b) ≠ 0 on some N points. Set A_ai = φ_i(x_a) and B_ai = ψ_i(x_a). Both AA† and BB† equal the matrix of K, so B is invertible. Define U = A†(B†)⁻¹. Then

U†U = B⁻¹ A A† (B†)⁻¹ = B⁻¹ B B† (B†)⁻¹ = 1.

At any y, both sets give the same values K(y,x_a), which means φ(y)A† = ψ(y)B† for the row vectors of orbital values. Multiplication by (B†)⁻¹ gives ψ_j(y) = Σ_i φ_i(y) U_ij. In the Lean proof, the `calc` block is the computation of U†U, `hv` is the equality of row vectors, and `hw` solves it for ψ.

```lean
/-- If the determinant of `K` is nonzero on some `N` points, any two sets of `N` orbitals
that give `K` are related by a unitary matrix. -/
theorem orbitals_unique_up_to_unitary {K : X → X → ℂ} {N : ℕ} {φ ψ : Fin N → X → ℂ}
    (hφ : ∀ x y, K x y = ∑ i, φ i x * conj (φ i y))
    (hψ : ∀ x y, K x y = ∑ i, ψ i x * conj (ψ i y))
    {x : Fin N → X} (hx : (kernelMatrix K x).det ≠ 0) :
    ∃ U ∈ Matrix.unitaryGroup (Fin N) ℂ, ∀ j y, ψ j y = ∑ i, φ i y * U i j := by
  let A : Matrix (Fin N) (Fin N) ℂ := Matrix.of fun a i => φ i (x a)
  let B : Matrix (Fin N) (Fin N) ℂ := Matrix.of fun a i => ψ i (x a)
  have hA : kernelMatrix K x = A * Aᴴ := by
    ext a b
    exact hφ (x a) (x b)
  have hB : kernelMatrix K x = B * Bᴴ := by
    ext a b
    exact hψ (x a) (x b)
  have hdB : IsUnit B.det := by
    refine isUnit_iff_ne_zero.mpr fun h0 => hx ?_
    rw [hB, Matrix.det_mul, h0, zero_mul]
  have hCB : B⁻¹ * B = 1 := Matrix.nonsing_inv_mul B hdB
  have hBC : Bᴴ * (B⁻¹)ᴴ = 1 := by
    rw [← Matrix.conjTranspose_mul, hCB, Matrix.conjTranspose_one]
  refine ⟨Aᴴ * (B⁻¹)ᴴ, ?_, fun j y => ?_⟩
  · rw [Matrix.mem_unitaryGroup_iff', Matrix.star_eq_conjTranspose,
      Matrix.conjTranspose_mul, Matrix.conjTranspose_conjTranspose,
      Matrix.conjTranspose_conjTranspose]
    calc B⁻¹ * A * (Aᴴ * (B⁻¹)ᴴ) = B⁻¹ * (A * Aᴴ) * (B⁻¹)ᴴ := by
          simp only [Matrix.mul_assoc]
      _ = B⁻¹ * (B * Bᴴ) * (B⁻¹)ᴴ := by rw [← hA, hB]
      _ = (B⁻¹ * B) * (Bᴴ * (B⁻¹)ᴴ) := by simp only [Matrix.mul_assoc]
      _ = 1 := by rw [hCB, hBC, one_mul]
  · -- both sets of orbitals give the same values K(y, x_a)
    have hv : (fun i => φ i y) ᵥ* Aᴴ = (fun i => ψ i y) ᵥ* Bᴴ := by
      ext a
      exact (hφ y (x a)).symm.trans (hψ y (x a))
    have hw : (fun i => ψ i y) = (fun i => φ i y) ᵥ* (Aᴴ * (B⁻¹)ᴴ) := by
      rw [← Matrix.vecMul_vecMul, hv, Matrix.vecMul_vecMul, hBC, Matrix.vecMul_one]
    exact congrFun hw j
```

## Vanishing determinants without positivity

The constant kernel −1 on one point has two-point determinant 1 − 1 = 0. Any sum of orbital contributions has density Σ_i |φ_i|² ≥ 0, so no finite number of orbitals gives −1. The determinant condition thus does not even ensure a nonnegative density, and that much has to come from another hypothesis.

```lean
/-- The constant kernel `-1` on a single point has vanishing two-point determinants, yet no
finite number of orbitals gives it. -/
theorem positivity_needed :
    (∀ x : Fin 2 → Unit, (kernelMatrix (fun _ _ => -1) x).det = 0) ∧
      ∀ M : ℕ, ¬ ∃ φ : Fin M → Unit → ℂ,
        ∀ x y, (-1 : ℂ) = ∑ i, φ i x * conj (φ i y) := by
  refine ⟨fun x => by simp [kernelMatrix, Matrix.det_fin_two], ?_⟩
  rintro M ⟨φ, h⟩
  have h1 := h () ()
  simp only [Complex.mul_conj, ← Complex.ofReal_sum] at h1
  have h2 := congrArg Complex.re h1
  rw [Complex.ofReal_re, Complex.neg_re, Complex.one_re] at h2
  have h3 : 0 ≤ ∑ i, Complex.normSq (φ i ()) :=
    Finset.sum_nonneg fun i _ => Complex.normSq_nonneg _
  linarith

end OrbitalsFromKernel
```

```lean
#print axioms OrbitalsFromKernel.exists_orbitals
-- 'OrbitalsFromKernel.exists_orbitals' depends on axioms: [propext, Classical.choice, Quot.sound]
#print axioms OrbitalsFromKernel.orbitals_unique_up_to_unitary
-- 'OrbitalsFromKernel.orbitals_unique_up_to_unitary' depends on axioms: [propext, Classical.choice, Quot.sound]
#print axioms OrbitalsFromKernel.positivity_needed
-- 'OrbitalsFromKernel.positivity_needed' depends on axioms: [propext, Classical.choice, Quot.sound]
```
